# The nuclear cusp of an orbital density whose lowest angular momentum is L

In atomic units, the usual cusp rule for the spherically averaged electron density at a nucleus of charge Z is ρ'(0) = −2Zρ(0). Applied to a density built only from p orbitals, it reads 0 = 0 and says nothing about Z. The charge shows up one power of r beyond the leading term:

ρ(r) = A r^(2L) (1 − 2Zr/(L+1)) + o(r^(2L+1)), r → 0 from the right.

Here L is a lower bound on the orbital angular momenta, and A is a weight defined below; if A = 0, the expansion says nothing about Z. The orbitals with angular momentum L must obey their own cusp condition; the others need only be continuous in the sense given below.

## Density and radial equation

```lean
import Mathlib

open Filter Asymptotics Set
open scoped Topology

namespace HigherCusp

noncomputable section

variable {ι : Type*} [Fintype ι]
```

The type `ι` labels the orbitals, of which there are finitely many.

```lean
/-- The density `ρ(r) = ∑ nᵢ r^(2lᵢ) gᵢ(r)²` of orbitals with weights `nᵢ`, angular momenta `lᵢ`
and radial functions `r^lᵢ gᵢ(r)`. -/
def density (n : ι → ℝ) (l : ι → ℕ) (g : ι → ℝ → ℝ) (r : ℝ) : ℝ :=
  ∑ i, n i * r ^ (2 * l i) * g i r ^ 2
```

Orbital i has radial function r^(lᵢ) gᵢ(r) and weight nᵢ, so

ρ(r) = Σᵢ nᵢ r^(2lᵢ) gᵢ(r)².

The weights are arbitrary real numbers, normally occupations. Angular factors are left out: with normalised spherical harmonics, the average of the density over all directions is this sum divided by 4π, and the common factor doesn't affect the cusp.

```lean
/-- The weight `A = ∑ nᵢ gᵢ(0)²`, summed over the orbitals of angular momentum `L`. -/
def shellWeight (n : ι → ℝ) (l : ι → ℕ) (g : ι → ℝ → ℝ) (L : ℕ) : ℝ :=
  ∑ i with l i = L, n i * g i 0 ^ 2
```

This is A = Σ nᵢ gᵢ(0)², summed over the orbitals with lᵢ = L. If there are none, A = 0.

```lean
/-- The radial Schrödinger equation in atomic units for the orbital `r^l g(r)`, written for the
factor `g` with derivatives `g₁`, `g₂`: nuclear charge `Z`, energy `E`, further potential `V`. -/
def IsRadialSolution (l : ℕ) (Z E : ℝ) (V g g₁ g₂ : ℝ → ℝ) : Prop :=
  ∀ r : ℝ, 0 < r → HasDerivAt g (g₁ r) r ∧ HasDerivAt g₁ (g₂ r) r ∧
    r * g₂ r + 2 * ((l : ℝ) + 1) * g₁ r + 2 * (Z + r * (E - V r)) * g r = 0
```

Substituting r^l g(r) into the radial Schrödinger equation in atomic units, cancelling r^l and clearing the remaining denominators gives, for r > 0,

r g'' + 2(l+1) g' + 2(Z + r(E − V)) g = 0.

In Lean, `g₁` and `g₂` are g' and g''. E is the energy, and V is any local central potential besides −Z/r.

```lean
/-- The factor `exp(-Zr/(l+1))` of the nodeless hydrogenic orbital of angular momentum `l`. -/
def nodeless (l : ℕ) (Z r : ℝ) : ℝ := Real.exp (-(Z / ((l : ℝ) + 1)) * r)
```

This is exp(−Zr/(l+1)), the factor g of the hydrogenic orbital without radial nodes.

## From the equation to the slope

```lean
/-- Radial cusp condition for angular momentum `l`: a solution `g` of the radial equation that is
continuous at the nucleus, with `r g''` and `r V` vanishing there, has `g'(0) = -Z g(0)/(l+1)`. -/
theorem radial_cusp {l : ℕ} {Z E : ℝ} {V g g₁ g₂ : ℝ → ℝ}
    (h : IsRadialSolution l Z E V g g₁ g₂) (hg : ContinuousWithinAt g (Ici 0) 0)
    (h2 : Tendsto (fun r => r * g₂ r) (𝓝[>] 0) (𝓝 0))
    (hV : Tendsto (fun r => r * V r) (𝓝[>] 0) (𝓝 0)) :
    HasDerivWithinAt g (-Z * g 0 / ((l : ℝ) + 1)) (Ici 0) 0 := by
  have hg' : ContinuousWithinAt g (Ioi 0) 0 := hg.mono Ioi_subset_Ici_self
  have hr : Tendsto (fun r : ℝ => r) (𝓝[>] 0) (𝓝 0) := tendsto_id.mono_left nhdsWithin_le_nhds
  -- solve the radial equation for g' and let r tend to 0
  have T := (h2.neg.sub ((((hr.mul_const (2 * E)).sub (hV.const_mul 2)).const_add (2 * Z)).mul
    hg'.tendsto)).div_const (2 * ((l : ℝ) + 1))
  have e : (-0 - (2 * Z + (0 * (2 * E) - 2 * 0)) * g 0) / (2 * ((l : ℝ) + 1))
      = -Z * g 0 / ((l : ℝ) + 1) := by
    rw [div_eq_div_iff (by positivity) (by positivity)]
    ring
  rw [e] at T
  -- a limit of the derivative is the one-sided derivative
  refine hasDerivWithinAt_Ici_of_tendsto_deriv (s := Ioi 0)
    (fun r hr' => (h r hr').1.differentiableAt.differentiableWithinAt) hg'
    self_mem_nhdsWithin (T.congr' ?_)
  filter_upwards [self_mem_nhdsWithin] with r hr'
  obtain ⟨a, _, c⟩ := h r hr'
  rw [a.deriv, div_eq_iff (by positivity)]
  linear_combination (-1) * c
```

The conclusion says that g has right derivative −Z g(0)/(l+1) at 0; `Ici 0` is the half-line r ≥ 0. By hand, solve for the slope:

g'(r) = −[r g'' + 2(Z + r(E − V)) g] / (2(l+1)).

As r → 0, r g'' and rV vanish by assumption and g(r) → g(0), so g'(r) → −Z g(0)/(l+1). This limit is `T` in the proof. By the mean value theorem, it is also the one-sided derivative.

The condition on rV says that V is less singular than the nuclear attraction, so Z is the full Coulomb strength. The condition on r g'' limits the curvature at the nucleus and is assumed.

## One orbital at a time

```lean
/-- An orbital obeying the cusp condition for its angular momentum `l` has
`r^(2l) g(r)² = g(0)² r^(2l) (1 - 2Zr/(l+1)) + o(r^(2l+1))` at the nucleus. -/
theorem orbital_expansion {l : ℕ} {Z : ℝ} {g : ℝ → ℝ}
    (h : HasDerivWithinAt g (-Z * g 0 / ((l : ℝ) + 1)) (Ici 0) 0) :
    (fun r => r ^ (2 * l) * g r ^ 2
      - g 0 ^ 2 * r ^ (2 * l) * (1 - 2 * Z * r / ((l : ℝ) + 1)))
      =o[𝓝[≥] 0] fun r => r ^ (2 * l + 1) := by
  have h2 := hasDerivWithinAt_iff_isLittleO.mp (h.mul h)
  have h3 := (isBigO_refl (fun r : ℝ => r ^ (2 * l)) (𝓝[≥] 0)).mul_isLittleO h2
  refine h3.congr (fun r => ?_) (fun r => ?_)
  · simp only [Pi.mul_apply, smul_eq_mul, sub_zero]
    ring
  · simp only [sub_zero]
    ring
```

The product rule, `h.mul h`, gives (g²)'(0) = 2g(0)g'(0) = −2Z g(0)²/(l+1). Hence

g(r)² = g(0)² (1 − 2Zr/(l+1)) + o(r),

and multiplication by r^(2l) gives the claim. The symbol `𝓝[≥] 0` means r → 0 with r ≥ 0.

```lean
/-- An orbital of angular momentum `l > L` whose factor `g` is continuous at the nucleus
contributes only `o(r^(2L+1))` to the density. -/
theorem higher_orbital_negligible {L l : ℕ} {g : ℝ → ℝ} (hl : L < l)
    (hg : ContinuousWithinAt g (Ici 0) 0) :
    (fun r => r ^ (2 * l) * g r ^ 2) =o[𝓝[≥] 0] fun r => r ^ (2 * L + 1) := by
  obtain ⟨k, rfl⟩ := Nat.exists_eq_add_of_lt hl
  have hc : ContinuousWithinAt (fun r : ℝ => r ^ (2 * k + 1) * g r ^ 2) (Ici 0) 0 :=
    (continuous_pow (2 * k + 1)).continuousWithinAt.mul (hg.pow 2)
  have h0 : (0 : ℝ) ^ (2 * k + 1) * g 0 ^ 2 = 0 := by simp
  have ht : Tendsto (fun r : ℝ => r ^ (2 * k + 1) * g r ^ 2) (𝓝[≥] 0) (𝓝 0) := by
    have h := hc.tendsto
    simp only [h0] at h
    exact h
  have h3 := (isBigO_refl (fun r : ℝ => r ^ (2 * L + 1)) (𝓝[≥] 0)).mul_isLittleO
    ((isLittleO_one_iff ℝ).mpr ht)
  refine h3.congr (fun r => ?_) (fun r => ?_)
  · ring
  · simp only [mul_one]
```

Write l = L + k + 1 with k ≥ 0. Then

r^(2l) g² = r^(2L+1) · r^(2k+1) g²,

and the second factor tends to 0 because g is continuous at the nucleus.

## The whole density

```lean
/-- Cusp of the density: if no orbital has angular momentum below `L`, those with `lᵢ = L` obey
the cusp condition and the other `gᵢ` are continuous at the nucleus, then
`ρ(r) = A r^(2L) (1 - 2Zr/(L+1)) + o(r^(2L+1))`. -/
theorem density_cusp {n : ι → ℝ} {l : ι → ℕ} {g : ι → ℝ → ℝ} {L : ℕ} {Z : ℝ}
    (hL : ∀ i, L ≤ l i)
    (hcont : ∀ i, L < l i → ContinuousWithinAt (g i) (Ici 0) 0)
    (hcusp : ∀ i, l i = L →
      HasDerivWithinAt (g i) (-Z * g i 0 / ((L : ℝ) + 1)) (Ici 0) 0) :
    (fun r => density n l g r
      - shellWeight n l g L * r ^ (2 * L) * (1 - 2 * Z * r / ((L : ℝ) + 1)))
      =o[𝓝[≥] 0] fun r => r ^ (2 * L + 1) := by
  -- each orbital separately: lowest shell or higher
  have key : ∀ i, (fun r : ℝ => n i * r ^ (2 * l i) * g i r ^ 2
      - (if l i = L then n i * g i 0 ^ 2 else 0) * r ^ (2 * L)
        * (1 - 2 * Z * r / ((L : ℝ) + 1))) =o[𝓝[≥] 0] fun r => r ^ (2 * L + 1) := by
    intro i
    rcases (hL i).eq_or_lt with h | h
    · refine ((orbital_expansion (hcusp i h.symm)).const_mul_left (n i)).congr_left
        (fun r => ?_)
      simp only [h.symm, if_true]
      ring
    · refine ((higher_orbital_negligible h (hcont i h)).const_mul_left (n i)).congr_left
        (fun r => ?_)
      simp only [if_neg h.ne']
      ring
  have hs := IsLittleO.sum (fun i (_ : i ∈ Finset.univ) => key i)
  refine hs.congr_left (fun r => ?_)
  simp only [Finset.sum_apply, density, shellWeight, Finset.sum_filter,
    Finset.sum_sub_distrib, Finset.sum_mul]
```

The hypotheses are lᵢ ≥ L for all i, continuity from the right at 0 for lᵢ > L, and the cusp slope for lᵢ = L. The step `key` subtracts from each orbital its share of the leading expression, which is zero for the higher ones, and applies one of the two preceding lemmas. A finite sum of o(r^(2L+1)) terms is again o(r^(2L+1)).

For L = 0 this becomes ρ(r) = A(1 − 2Zr) + o(r) with A = ρ(0), the usual cusp rule. When the exact orbitals meet these hypotheses, an approximate density computed for them can be compared with the expansion near the nucleus.

## The hydrogenic 2p orbital

```lean
/-- The factor `exp(-Zr/(l+1))` solves the radial equation of the bare nucleus with energy
`-Z²/(2(l+1)²)`. -/
theorem isRadialSolution_witness (l : ℕ) (Z : ℝ) :
    IsRadialSolution l Z (-(Z / ((l : ℝ) + 1)) ^ 2 / 2) (fun _ => 0) (nodeless l Z)
      (fun r => -(Z / ((l : ℝ) + 1)) * nodeless l Z r)
      (fun r => (Z / ((l : ℝ) + 1)) ^ 2 * nodeless l Z r) := by
  have hd : ∀ r, HasDerivAt (nodeless l Z) (-(Z / ((l : ℝ) + 1)) * nodeless l Z r) r := by
    intro r
    have h := ((hasDerivAt_id' r).const_mul (-(Z / ((l : ℝ) + 1)))).exp
    exact h.congr_deriv (by unfold nodeless; ring)
  have hz : ((l : ℝ) + 1) * (Z / ((l : ℝ) + 1)) = Z :=
    mul_div_cancel₀ Z (by positivity)
  intro r _
  refine ⟨hd r, ((hd r).const_mul _).congr_deriv (by ring), ?_⟩
  simp only [sub_zero]
  linear_combination (-2 * nodeless l Z r) * hz
```

Put a = Z/(l+1), so g' = −ag and g'' = a²g. With V = 0 and E = −a²/2, the left side of the radial equation is

r a² g − 2(l+1)a g + 2(Z − r a²/2) g = 0,

since (l+1)a = Z.

```lean
/-- The factor `exp(-Zr/(l+1))` obeys the cusp condition for angular momentum `l`. -/
theorem nodeless_cusp (l : ℕ) (Z : ℝ) :
    HasDerivWithinAt (nodeless l Z) (-Z * nodeless l Z 0 / ((l : ℝ) + 1)) (Ici 0) 0 := by
  have hc : Continuous (nodeless l Z) := by
    unfold nodeless
    fun_prop
  have h2 : Continuous (fun r => r * ((Z / ((l : ℝ) + 1)) ^ 2 * nodeless l Z r)) :=
    continuous_id.mul (continuous_const.mul hc)
  exact radial_cusp (isRadialSolution_witness l Z) hc.continuousWithinAt
    ((h2.tendsto' 0 0 (by simp)).mono_left nhdsWithin_le_nhds) (by simp)
```

The function is smooth, so `radial_cusp` applies and gives its slope.

```lean
/-- A single orbital with `l = 1` and factor `exp(-Zr/2)`, the unnormalised hydrogenic 2p orbital,
has the density `r² exp(-Zr)`. -/
theorem density_2p (Z r : ℝ) :
    density (fun _ : Unit => 1) (fun _ => 1) (fun _ => nodeless 1 Z) r
      = r ^ 2 * Real.exp (-Z * r) := by
  have h : nodeless 1 Z r ^ 2 = Real.exp (-Z * r) := by
    unfold nodeless
    rw [← Real.exp_nat_mul]
    congr 1
    push_cast
    ring
  simp only [density, Finset.univ_unique, Finset.sum_singleton, one_mul, mul_one, h]
```

With one orbital (`Unit` has one element), l = 1 and weight 1, squaring r exp(−Zr/2) gives r² exp(−Zr). This is unnormalised: for Z > 0, requiring ∫ r² ρ dr = 1 multiplies it by Z⁵/24.

```lean
/-- The unnormalised hydrogenic 2p density satisfies `r² exp(-Zr) = r² (1 - Zr) + o(r³)` at the
nucleus. -/
theorem cusp_2p (Z : ℝ) :
    (fun r => r ^ 2 * Real.exp (-Z * r) - r ^ 2 * (1 - Z * r))
      =o[𝓝[≥] 0] fun r => r ^ 3 := by
  have h := density_cusp (n := fun _ : Unit => 1) (l := fun _ => 1)
    (g := fun _ => nodeless 1 Z) (L := 1) (Z := Z) (fun _ => le_rfl)
    (fun _ h => absurd h (lt_irrefl _)) (fun _ _ => nodeless_cusp 1 Z)
  have hA : shellWeight (fun _ : Unit => 1) (fun _ => 1) (fun _ => nodeless 1 Z) 1 = 1 := by
    simp [shellWeight, nodeless]
  refine h.congr (fun r => ?_) (fun r => ?_)
  · simp only [density_2p, hA]
    push_cast
    ring
  · norm_num

end

end HigherCusp
```

Here L = 1 and A = 1 (Z⁵/24 after normalisation), so 2Z/(L+1) = Z and

r² exp(−Zr) = r² (1 − Zr) + o(r³).

The proof obtains this from `density_cusp`; the expansion exp(−Zr) = 1 − Zr + o(r) gives the same result directly.

```lean
#print axioms HigherCusp.density_cusp
#print axioms HigherCusp.cusp_2p
```

```
'HigherCusp.density_cusp' depends on axioms: [propext, Classical.choice, Quot.sound]
'HigherCusp.cusp_2p' depends on axioms: [propext, Classical.choice, Quot.sound]
```
